# The SO(n) Casimir operator on two-electron orbital matrices: closed form and eigenspaces

Take two orbitals, numbered 0 and 1, and the single rotation generator

$$A=\begin{pmatrix}0&1\\-1&0\end{pmatrix},\qquad \sigma_z=\begin{pmatrix}1&0\\0&-1\end{pmatrix},\qquad \sigma_x=\begin{pmatrix}0&1\\1&0\end{pmatrix}.$$

Multiplying out gives $[A,\sigma_z]=-2\sigma_x$ and $[A,\sigma_x]=2\sigma_z$, so $-[A,[A,\sigma_z]]=4\sigma_z$, and likewise for $\sigma_x$. The identity $I$ and $A$ itself commute with $A$ and give 0. The double commutator thus separates the traceless symmetric matrices from the rest. For $n\neq2$ orbitals, the sum of the double commutators over all rotation planes also separates the antisymmetric matrices from the multiples of $I$.

## The closed form for n orbitals

Let $\varphi_a$ be real orthonormal orbitals of one shell. The orbital part of a two-electron state is $\sum_{ab}X_{ab}\,\varphi_a(1)\varphi_b(2)$, with an $n\times n$ matrix $X$, taken real here; the operator defined below acts separately on the real and imaginary parts of a complex one. By the Pauli principle $X$ is symmetric for a spin singlet and antisymmetric for a triplet. A general $X$ describes, up to normalisation, the component of a two-electron state in which electron 1 has spin up and electron 2 spin down. Let $E_{ij}$ have a 1 at position $(i,j)$ and zeros elsewhere, and put $A_{ij}=E_{ij}-E_{ji}$. Acting on both electrons, this generator sends $X$ to $A_{ij}X+XA_{ij}^T$, which equals $[A_{ij},X]$ because $A_{ij}^T=-A_{ij}$. The Casimir operator is

$$C(X)=-\sum_{i<j}[A_{ij},[A_{ij},X]].$$

From $E_{ij}XE_{kl}=X_{jk}E_{il}$,

$$A_{ij}XA_{ij}=X_{ji}E_{ij}-X_{jj}E_{ii}-X_{ii}E_{jj}+X_{ij}E_{ji}.$$

Summed over all ordered pairs, the outer terms each give $X^T$ and the inner ones each give $-\operatorname{tr}(X)I$:

$$\sum_{i,j}A_{ij}XA_{ij}=2X^T-2\operatorname{tr}(X)I,\qquad \sum_{i,j}A_{ij}^2=-2(n-1)I,$$

the second being the case $X=I$. Since $[A,[A,X]]=A^2X-2AXA+XA^2$, the double commutators sum to $-4(n-1)X-4X^T+4\operatorname{tr}(X)I$. Each pair has been counted twice and the diagonal terms vanish, so halving and changing the sign gives

$$C(X)=2(n-1)X+2X^T-2\operatorname{tr}(X)I.$$

## Eigenvalues and eigenspaces

Substitution gives $2nX$ for traceless symmetric $X$, $2(n-2)X$ for antisymmetric $X$, and 0 for multiples of $I$.

Conversely, let $C(X)=cX$ with $X\neq0$. The trace of $C(X)$ is $[2(n-1)+2-2n]\operatorname{tr}X=0$, so $c=0$ or $\operatorname{tr}X=0$. In the second case put $k=c-2(n-1)$. Then $2X^T=kX$, and transposing, $2X=kX^T$. Hence $k^2X=4X$, so $k=\pm2$ and $c$ is $2n$ or $2(n-2)$.

The eigenspaces follow in the same way:

- For $c=2n$ and $n\ge1$, the trace vanishes and the equation reduces to $X^T=X$.
- For $c=2(n-2)$ and $n\neq2$, the trace vanishes and the equation reduces to $X^T=-X$.
- For $c=0$ and $n\neq2$, subtracting the transposed equation gives $2(n-2)(X-X^T)=0$. So $X$ is symmetric, and $nX=\operatorname{tr}(X)I$.

The condition $n\neq2$ is needed. In the opening example both $I$ and $A$ are sent to 0, which is also $2(n-2)$, yet $I$ is not antisymmetric and $A$ is not a multiple of $I$.

## Generators and the operator in Lean

Orbital labels are elements of `Fin n`, running from 0 to $n-1$.

```lean
import Mathlib

open Matrix

namespace OrthogonalCasimir

noncomputable section

variable {n : ℕ}
```

`Matrix.single i j 1` is $E_{ij}$. The generators carry no normalising factor, which fixes the scale of the eigenvalues.

```lean
/-- The generator `E_ij - E_ji` of rotations in the plane of the orbitals `i` and `j`. -/
def rotGen (i j : Fin n) : Matrix (Fin n) (Fin n) ℝ :=
  Matrix.single i j 1 - Matrix.single j i 1

/-- The commutator `[A, X]`. -/
def act (A X : Matrix (Fin n) (Fin n) ℝ) : Matrix (Fin n) (Fin n) ℝ :=
  A * X - X * A
```

The condition `i < j` under the sum counts each plane of rotation once.

```lean
/-- The SO(n) Casimir operator: minus the sum over `i < j` of the double commutators
of `X` with the generators. -/
def casimir (X : Matrix (Fin n) (Fin n) ℝ) : Matrix (Fin n) (Fin n) ℝ :=
  -∑ i, ∑ j with i < j, act (rotGen i j) (act (rotGen i j) X)
```

The definition uses commutators; the next theorem connects it to the physics by showing that each commutator is the sum of one-electron actions.

```lean
/-- On the coefficient matrix `X` of a two-electron orbital state, the commutator with a
generator is the sum of its actions on the first and on the second electron. -/
theorem act_eq_two_electron (i j : Fin n) (X : Matrix (Fin n) (Fin n) ℝ) :
    act (rotGen i j) X = rotGen i j * X + X * (rotGen i j)ᵀ := by
  have h : (rotGen i j)ᵀ = -rotGen i j := by
    have t : ∀ k l : Fin n, (Matrix.single k l (1 : ℝ))ᵀ = Matrix.single l k (1 : ℝ) := by
      intro k l
      ext a b
      by_cases h1 : k = b <;> by_cases h2 : l = a <;>
        simp [h1, h2]
    rw [rotGen, transpose_sub, t, t, neg_sub]
  rw [h, act]
  noncomm_ring
```

## From ordered pairs to the closed form

The first lemma supplies the factor 2 between the two ways of summing. It splits each term according to whether $i<j$ or $j<i$, then exchanges the summation labels in the second half.

```lean
/-- A quantity symmetric in two orbital labels and zero for equal labels, summed over all
ordered pairs, is twice its sum over `i < j`. -/
theorem sum_ordered_pairs (f : Fin n → Fin n → Matrix (Fin n) (Fin n) ℝ)
    (hs : ∀ i j, f j i = f i j) (h0 : ∀ i, f i i = 0) :
    ∑ i, ∑ j, f i j = (2 : ℝ) • ∑ i, ∑ j with i < j, f i j := by
  have h : ∀ i j, f i j = (if i < j then f i j else 0) + (if j < i then f j i else 0) := by
    intro i j
    rcases lt_trichotomy i j with h | h | h
    · simp [h, lt_asymm h]
    · subst h
      simp [h0]
    · simp [h, lt_asymm h, hs i j]
  have hc : ∑ i, ∑ j, (if j < i then f j i else 0)
      = ∑ i, ∑ j, (if i < j then f i j else 0) := Finset.sum_comm
  calc ∑ i, ∑ j, f i j
      = ∑ i, ∑ j, ((if i < j then f i j else 0) + (if j < i then f j i else 0)) :=
        Finset.sum_congr rfl fun i _ => Finset.sum_congr rfl fun j _ => h i j
    _ = ∑ i, ∑ j, (if i < j then f i j else 0)
        + ∑ i, ∑ j, (if j < i then f j i else 0) := by
        simp only [Finset.sum_add_distrib]
    _ = (2 : ℝ) • ∑ i, ∑ j with i < j, f i j := by
        rw [hc, two_smul]
        simp only [Finset.sum_filter]
```

In the sandwich sum, `e` is the rule for $E_{ij}XE_{kl}$, and `h1` to `h4` evaluate the four sums found by hand.

```lean
/-- Placing `X` between two equal generators and summing over all ordered pairs of orbitals
gives twice the exchanged matrix `Xᵀ` minus twice the trace times the identity. -/
theorem sum_sandwich (X : Matrix (Fin n) (Fin n) ℝ) :
    ∑ i, ∑ j, rotGen i j * X * rotGen i j
      = (2 : ℝ) • Xᵀ - (2 * trace X) • (1 : Matrix (Fin n) (Fin n) ℝ) := by
  -- a matrix between two elementary matrices leaves a single entry
  have e : ∀ i j k l : Fin n, Matrix.single i j (1 : ℝ) * X * Matrix.single k l (1 : ℝ)
      = Matrix.single i l (X j k) := by
    intro i j k l
    ext a b
    by_cases h1 : i = a <;> by_cases h2 : l = b <;>
      simp [Matrix.mul_apply, Matrix.single_apply, h1, h2]
  have h1 : ∑ i, ∑ j, Matrix.single i j (X j i) = Xᵀ :=
    (Matrix.matrix_eq_sum_single Xᵀ).symm
  have h2 : ∑ i, ∑ j, Matrix.single j i (X i j) = Xᵀ := by
    rw [Finset.sum_comm]
    exact h1
  have h3 : ∑ i, ∑ j, Matrix.single j j (X i i)
      = trace X • (1 : Matrix (Fin n) (Fin n) ℝ) := by
    ext a b
    simp only [Matrix.sum_apply, Matrix.single_apply, Matrix.smul_apply, Matrix.one_apply,
      smul_eq_mul]
    by_cases h : a = b
    · subst h
      simp [Matrix.trace]
    · have hj : ∀ j : Fin n, ¬(j = a ∧ j = b) := fun j hh => h (hh.1.symm.trans hh.2)
      simp only [hj, h, if_false, Finset.sum_const_zero, mul_zero]
  have h4 : ∑ i, ∑ j, Matrix.single i i (X j j)
      = trace X • (1 : Matrix (Fin n) (Fin n) ℝ) := by
    rw [Finset.sum_comm]
    exact h3
  simp only [rotGen, sub_mul, mul_sub, e, Finset.sum_sub_distrib, h1, h2, h3, h4]
  module
```

The closed form holds for every `n`. Its proof writes $A^2$ as $A\,I\,A$, so the sandwich lemma serves twice, for `1` and for `X`. The last line takes half of the resulting identity.

```lean
/-- The SO(n) Casimir operator in closed form: `C(X) = 2(n-1) X + 2 Xᵀ - 2 tr(X) I`. -/
theorem casimir_formula (X : Matrix (Fin n) (Fin n) ℝ) :
    casimir X = (2 * ((n : ℝ) - 1)) • X + (2 : ℝ) • Xᵀ
      - (2 * trace X) • (1 : Matrix (Fin n) (Fin n) ℝ) := by
  have hp := sum_ordered_pairs (fun i j => act (rotGen i j) (act (rotGen i j) X))
    (fun i j => by
      have h : rotGen j i = -rotGen i j := by simp [rotGen]
      simp only [h, act]
      noncomm_ring)
    (fun i => by simp [rotGen, act])
  -- expand the double commutator into A²X - 2AXA + XA²
  have e : ∑ i, ∑ j, act (rotGen i j) (act (rotGen i j) X)
      = (∑ i, ∑ j, rotGen i j * 1 * rotGen i j) * X
        - (2 : ℝ) • (∑ i, ∑ j, rotGen i j * X * rotGen i j)
        + X * (∑ i, ∑ j, rotGen i j * 1 * rotGen i j) := by
    simp only [Finset.sum_mul, Finset.mul_sum, Finset.smul_sum,
      ← Finset.sum_sub_distrib, ← Finset.sum_add_distrib]
    refine Finset.sum_congr rfl fun i _ => Finset.sum_congr rfl fun j _ => ?_
    rw [two_smul, act, act]
    noncomm_ring
  rw [e, sum_sandwich 1, sum_sandwich X] at hp
  simp only [transpose_one, trace_one, Fintype.card_fin, sub_mul, mul_sub,
    smul_mul_assoc, mul_smul_comm, one_mul, mul_one] at hp
  rw [casimir]
  linear_combination (norm := module) (1 / 2 : ℝ) • hp

/-- The Casimir operator produces only traceless matrices. -/
theorem trace_casimir (X : Matrix (Fin n) (Fin n) ℝ) : trace (casimir X) = 0 := by
  rw [casimir_formula]
  simp only [trace_add, trace_sub, trace_smul, trace_transpose, trace_one,
    Fintype.card_fin, smul_eq_mul]
  ring
```

## Exact eigenspaces in Lean

Each equivalence says which matrices satisfy the eigenvalue equation, the zero matrix included. For $n=1$ the first two spaces contain only zero, so 0 is the only eigenvalue that occurs.

In the forward direction of the first two equivalences, `trace_casimir` shows that the trace vanishes, and `linear_combination` then carries out the remaining linear algebra.

```lean
/-- The Casimir operator multiplies `X` by `2n` exactly when `X` is symmetric and traceless. -/
theorem casimir_symmetric_iff (X : Matrix (Fin n) (Fin n) ℝ) :
    casimir X = (2 * (n : ℝ)) • X ↔ Xᵀ = X ∧ trace X = 0 := by
  constructor
  · intro h
    have ht := trace_casimir X
    rw [h, trace_smul, smul_eq_mul] at ht
    have h0 : trace X = 0 := by
      rcases Nat.eq_zero_or_pos n with rfl | hn
      · simp [Matrix.trace]
      · have : (0 : ℝ) < n := by exact_mod_cast hn
        exact (mul_eq_zero.mp ht).resolve_left (by positivity)
    rw [casimir_formula, h0] at h
    exact ⟨by linear_combination (norm := module) (1 / 2 : ℝ) • h, h0⟩
  · rintro ⟨h1, h2⟩
    rw [casimir_formula, h1, h2]
    module
```

The hypothesis `hn` enters when the trace equation is divided by $2(n-2)$.

```lean
/-- For `n ≠ 2` the Casimir operator multiplies `X` by `2(n-2)` exactly when `X` is
antisymmetric. -/
theorem casimir_antisymmetric_iff (hn : n ≠ 2) (X : Matrix (Fin n) (Fin n) ℝ) :
    casimir X = (2 * ((n : ℝ) - 2)) • X ↔ Xᵀ = -X := by
  have hn2 : (n : ℝ) - 2 ≠ 0 := sub_ne_zero.mpr (by exact_mod_cast hn)
  constructor
  · intro h
    have ht := trace_casimir X
    rw [h, trace_smul, smul_eq_mul] at ht
    have h0 := (mul_eq_zero.mp ht).resolve_left (mul_ne_zero two_ne_zero hn2)
    rw [casimir_formula, h0] at h
    linear_combination (norm := module) (1 / 2 : ℝ) • h
  · intro h
    have h0 : trace X = 0 := by
      have ht := trace_transpose X
      rw [h, trace_neg] at ht
      linarith
    rw [casimir_formula, h, h0]
    module
```

For the scalar matrices, `hk` is the equation minus its transpose, and `hX` is $nX=\operatorname{tr}(X)I$.

```lean
/-- For `n ≠ 2` the Casimir operator annihilates `X` exactly when `X` is a multiple of the
identity. -/
theorem casimir_scalar_iff (hn : n ≠ 2) (X : Matrix (Fin n) (Fin n) ℝ) :
    casimir X = 0 ↔ ∃ c : ℝ, X = c • (1 : Matrix (Fin n) (Fin n) ℝ) := by
  have hn2 : (n : ℝ) - 2 ≠ 0 := sub_ne_zero.mpr (by exact_mod_cast hn)
  constructor
  · intro h
    rcases Nat.eq_zero_or_pos n with rfl | hpos
    · exact ⟨0, by ext i j; exact i.elim0⟩
    have hn0 : (n : ℝ) ≠ 0 := by exact_mod_cast hpos.ne'
    rw [casimir_formula] at h
    have h' := congrArg transpose h
    simp only [transpose_add, transpose_sub, transpose_smul, transpose_transpose,
      transpose_one, transpose_zero] at h'
    -- the antisymmetric part vanishes
    have hk : (2 * ((n : ℝ) - 2)) • (X - Xᵀ) = 0 := by
      linear_combination (norm := module) h - h'
    have hs := (smul_eq_zero.mp hk).resolve_left (mul_ne_zero two_ne_zero hn2)
    have hX : (n : ℝ) • X = trace X • (1 : Matrix (Fin n) (Fin n) ℝ) := by
      linear_combination (norm := module) (1 / 2 : ℝ) • h + hs
    refine ⟨(n : ℝ)⁻¹ * trace X, ?_⟩
    rw [← smul_smul, ← hX, smul_smul, inv_mul_cancel₀ hn0, one_smul]
  · rintro ⟨c, rfl⟩
    rw [casimir_formula]
    simp only [transpose_smul, transpose_one, trace_smul, trace_one, Fintype.card_fin,
      smul_eq_mul]
    module
```

The spectrum theorem limits the possible eigenvalues to three. Its `hk` is the elimination of $X^T$, with $k^2-4$ written in factored form.

```lean
/-- Every eigenvalue of the Casimir operator, belonging to a nonzero matrix `X`, is
`2n`, `2(n-2)` or `0`. -/
theorem casimir_spectrum {X : Matrix (Fin n) (Fin n) ℝ} (hX : X ≠ 0) {c : ℝ}
    (h : casimir X = c • X) : c = 2 * (n : ℝ) ∨ c = 2 * ((n : ℝ) - 2) ∨ c = 0 := by
  have ht := trace_casimir X
  rw [h, trace_smul, smul_eq_mul] at ht
  rcases mul_eq_zero.mp ht with hc | h0
  · exact Or.inr (Or.inr hc)
  rw [casimir_formula, h0] at h
  have h' := congrArg transpose h
  simp only [transpose_add, transpose_sub, transpose_smul, transpose_transpose,
    transpose_one] at h'
  -- eliminate Xᵀ between the eigenvalue equation and its transpose
  have hk : ((c - 2 * (n : ℝ)) * (c - 2 * ((n : ℝ) - 2))) • X = 0 := by
    linear_combination (norm := module) (-(c - 2 * ((n : ℝ) - 1))) • h - (2 : ℝ) • h'
  rcases mul_eq_zero.mp ((smul_eq_zero.mp hk).resolve_right hX) with h1 | h1
  · exact Or.inl (by linarith)
  · exact Or.inr (Or.inl (by linarith))
```

## Two f electrons

With $n=7$ the state is given as a sum of its three parts. Here $A$ is the antisymmetric part of the state, not a generator. Any $X$ can be split this way, with $A=(X-X^T)/2$, $c=\operatorname{tr}(X)/7$ and $S=(X+X^T)/2-cI$.

```lean
/-- For two f electrons (`n = 7`) the Casimir operator multiplies the traceless symmetric part
`S` of the orbital state by 14, the antisymmetric part `A` by 10 and the scalar part by 0. -/
theorem casimir_f_electrons (S A : Matrix (Fin 7) (Fin 7) ℝ) (c : ℝ)
    (hS : Sᵀ = S) (hS0 : trace S = 0) (hA : Aᵀ = -A) :
    casimir (S + A + c • (1 : Matrix (Fin 7) (Fin 7) ℝ)) = (14 : ℝ) • S + (10 : ℝ) • A := by
  have hA0 : trace A = 0 := by
    have ht := trace_transpose A
    rw [hA, trace_neg] at ht
    linarith
  have h7 : ((7 : ℕ) : ℝ) = 7 := by norm_num
  rw [casimir_formula]
  simp only [transpose_add, transpose_smul, transpose_one, trace_add, trace_smul, trace_one,
    Fintype.card_fin, smul_eq_mul, hS, hS0, hA, hA0, h7]
  module

end

end OrthogonalCasimir
```

```lean
#print axioms OrthogonalCasimir.casimir_symmetric_iff
#print axioms OrthogonalCasimir.casimir_scalar_iff
#print axioms OrthogonalCasimir.casimir_spectrum
#print axioms OrthogonalCasimir.casimir_f_electrons
```

```
'OrthogonalCasimir.casimir_symmetric_iff' depends on axioms: [propext, Classical.choice, Quot.sound]
'OrthogonalCasimir.casimir_scalar_iff' depends on axioms: [propext, Classical.choice, Quot.sound]
'OrthogonalCasimir.casimir_spectrum' depends on axioms: [propext, Classical.choice, Quot.sound]
'OrthogonalCasimir.casimir_f_electrons' depends on axioms: [propext, Classical.choice, Quot.sound]
```

In the usual labelling of $f^2$, which the Lean theorems do not contain, the value 14 belongs to $^1D$, $^1G$, $^1I$, the value 10 to $^3P$, $^3F$, $^3H$, and 0 to $^1S$, whose normalised matrix is $I/\sqrt7$. For two electrons in one atomic shell, where $n=2l+1$ is odd and so never 2, the Casimir operator separates the seniority-zero pair from the seniority-two states; spin, radial functions and the electron repulsion do not enter.

In a program, the closed form replaces $n(n-1)/2$ double commutators by one transpose and one trace, and comparing the two is a quick test of the generator matrices, though not of their overall signs, because each generator enters twice. The coefficients here refer to real orbitals. In the basis of complex spherical harmonics with $l\ge1$ the invariant pair state is no longer the identity matrix, and the trace term as written here is wrong.
